# The initial rate of purity loss of a pure state under a finite-dimensional Lindblad generator is twice the summed mean-square fluctuations of the jump operators

## States, operators and the generator

The basis states are labelled by a finite type `n` and the jump operators by a finite type `κ`, which may be empty. A state vector is a function `n → ℂ` and an operator is a complex matrix. Units have $\hbar=1$, and the inner product $\langle\psi,v\rangle=\sum_i\psi_i^*v_i$ is written `star ψ ⬝ᵥ v`.

In Lean 4 with Mathlib:

```lean
import Mathlib

open Matrix

namespace InitialPurityLoss

noncomputable section

variable {n κ : Type*} [Fintype n] [DecidableEq n] [Fintype κ]
```

The density matrix of $\psi$ is $\rho=\psi\psi^\dagger$, with entries $\rho_{ij}=\psi_i\psi_j^*$.

```lean
/-- The density matrix `ψ ψ†` of a state vector `ψ`. -/
def pureState (ψ : n → ℂ) : Matrix n n ℂ := vecMulVec ψ (star ψ)
```

The expectation value of any matrix $A$, Hermitian or not, is $\langle A\rangle=\langle\psi,A\psi\rangle$.

```lean
/-- The expectation value `⟨ψ, A ψ⟩`. -/
def expect (ψ : n → ℂ) (A : Matrix n n ℂ) : ℂ := star ψ ⬝ᵥ (A *ᵥ ψ)
```

The fluctuation is $F(A)=\|A\psi-\langle A\rangle\psi\|^2$, which for Hermitian $A$ and unit $\psi$ is the variance. It is written as a sum of squared moduli because Mathlib's norm on `n → ℂ` is the maximum norm.

```lean
/-- The fluctuation `‖A ψ - ⟨ψ, A ψ⟩ ψ‖²` of an operator `A`, Hermitian or not. -/
def fluctuation (ψ : n → ℂ) (A : Matrix n n ℂ) : ℝ :=
  ∑ i, ‖(A *ᵥ ψ - expect ψ A • ψ) i‖ ^ 2
```

The generator, with decay rates absorbed into the $L_k$, is
$$G(\rho)=-i[H,\rho]+\sum_k\Big(L_k\rho L_k^\dagger-\tfrac12\{L_k^\dagger L_k,\rho\}\Big).$$
The definition accepts any matrix $H$; Hermiticity is assumed only for the results on stationary states.

```lean
/-- The Lindblad generator with Hamiltonian `H` and jump operators `L k`. -/
def lindblad (H : Matrix n n ℂ) (L : κ → Matrix n n ℂ) (ρ : Matrix n n ℂ) : Matrix n n ℂ :=
  (-Complex.I) • (H * ρ - ρ * H) +
    ∑ k, (L k * ρ * (L k)ᴴ - (1 / 2 : ℂ) • ((L k)ᴴ * L k * ρ + ρ * ((L k)ᴴ * L k)))
```

Those results use the effective Hamiltonian $K=H-\frac i2\sum_kL_k^\dagger L_k$.

```lean
/-- The effective Hamiltonian `H - (i/2) ∑ L_k† L_k`. -/
def effectiveH (H : Matrix n n ℂ) (L : κ → Matrix n n ℂ) : Matrix n n ℂ :=
  H - (Complex.I / 2) • ∑ k, (L k)ᴴ * L k
```

## From the projector to the purity rate

Acting on a vector, $(\rho v)_i=\sum_j\psi_i\psi_j^*v_j=\langle\psi,v\rangle\psi_i$.

```lean
omit [DecidableEq n] in
/-- The matrix `ψ ψ†` sends a vector `v` to `⟨ψ, v⟩ ψ`. -/
theorem pureState_mulVec (ψ v : n → ℂ) : pureState ψ *ᵥ v = (star ψ ⬝ᵥ v) • ψ := by
  ext i
  simp only [pureState, Matrix.mulVec, dotProduct, vecMulVec_apply, Pi.smul_apply,
    smul_eq_mul, Finset.sum_mul]
  exact Finset.sum_congr rfl fun j _ => by ring
```

Likewise $\mathrm{Tr}(\rho A)=\sum_{ij}\psi_i\psi_j^*A_{ji}=\langle A\rangle$; the proof exchanges the two sums and compares terms.

```lean
omit [DecidableEq n] in
/-- The trace of `ψ ψ† A` is the expectation value of `A`. -/
theorem trace_pureState_mul (ψ : n → ℂ) (A : Matrix n n ℂ) :
    (pureState ψ * A).trace = expect ψ A := by
  simp only [Matrix.trace, Matrix.diag_apply, Matrix.mul_apply, pureState, vecMulVec_apply,
    expect, dotProduct, Matrix.mulVec, Finset.mul_sum]
  rw [Finset.sum_comm]
  exact Finset.sum_congr rfl fun i _ => Finset.sum_congr rfl fun j _ => by ring
```

For a unit vector, expanding the square gives
$$F(A)=\langle A\psi,A\psi\rangle-\langle A\rangle\langle A\psi,\psi\rangle-\langle A\rangle^*\langle\psi,A\psi\rangle+|\langle A\rangle|^2.$$
The last two terms cancel. Since $\langle A\psi,\psi\rangle=\langle A^\dagger\rangle$, what remains is $F(A)=\langle A^\dagger A\rangle-\langle A\rangle\langle A^\dagger\rangle$. In the proof, `e0` turns the sum into an inner product, `e1` to `e3` move the adjoints, and `ring` does the cancellation.

```lean
omit [DecidableEq n] in
/-- In a unit vector, the fluctuation of `A` is `⟨A†A⟩ - ⟨A⟩⟨A†⟩`. -/
theorem fluctuation_eq {ψ : n → ℂ} (hψ : star ψ ⬝ᵥ ψ = 1) (A : Matrix n n ℂ) :
    (fluctuation ψ A : ℂ) = expect ψ (Aᴴ * A) - expect ψ A * expect ψ Aᴴ := by
  have e0 : (fluctuation ψ A : ℂ) =
      star (A *ᵥ ψ - expect ψ A • ψ) ⬝ᵥ (A *ᵥ ψ - expect ψ A • ψ) := by
    rw [fluctuation, Complex.ofReal_sum]
    refine Finset.sum_congr rfl fun i _ => ?_
    rw [Complex.ofReal_pow]
    exact (Complex.conj_mul' _).symm
  have e1 : expect ψ (Aᴴ * A) = star (A *ᵥ ψ) ⬝ᵥ (A *ᵥ ψ) := by
    rw [expect, ← Matrix.mulVec_mulVec, Matrix.dotProduct_mulVec, Matrix.star_mulVec]
  have e2 : expect ψ Aᴴ = star (A *ᵥ ψ) ⬝ᵥ ψ := by
    rw [expect, Matrix.dotProduct_mulVec, Matrix.star_mulVec]
  have e3 : star (A *ᵥ ψ) ⬝ᵥ ψ = star (expect ψ A) := Matrix.star_dotProduct _ _
  have e4 : star ψ ⬝ᵥ (A *ᵥ ψ) = expect ψ A := rfl
  rw [e0, e1, e2]
  simp only [star_sub, star_smul, sub_dotProduct, dotProduct_sub, smul_dotProduct,
    dotProduct_smul, smul_eq_mul, hψ, e3, e4]
  ring
```

A projector between two operators factorises the expectation value:
$$\mathrm{Tr}(\rho A\rho B)=\langle\psi,A\rho B\psi\rangle=\langle A\rangle\langle B\rangle.$$
Setting $B=1$ or $A=1$ gives $\mathrm{Tr}(\rho A\rho)=\mathrm{Tr}(\rho\rho A)=\langle A\rangle$. The commutator therefore contributes $\langle H\rangle-\langle H\rangle=0$, and each jump operator contributes
$$\langle L_k\rangle\langle L_k^\dagger\rangle-\langle L_k^\dagger L_k\rangle=-F(L_k).$$
Hence $2\,\mathrm{Tr}(\rho G(\rho))=-2\sum_kF(L_k)$. These steps are `hs`, `h1`, `h2` and `key`. The right side is a real number cast to `ℂ`, so the theorem also says that the trace is real.

```lean
/-- For a pure state `ρ = ψ ψ†`, the purity rate `2 Tr(ρ G(ρ))` is minus twice the summed
fluctuations of the jump operators. -/
theorem purity_rate (H : Matrix n n ℂ) (L : κ → Matrix n n ℂ) {ψ : n → ℂ}
    (hψ : star ψ ⬝ᵥ ψ = 1) :
    2 * (pureState ψ * lindblad H L (pureState ψ)).trace =
      ((-2 * ∑ k, fluctuation ψ (L k) : ℝ) : ℂ) := by
  -- a projector between two operators factorises the expectation value
  have hs : ∀ A B : Matrix n n ℂ,
      (pureState ψ * (A * pureState ψ * B)).trace = expect ψ A * expect ψ B := by
    intro A B
    rw [trace_pureState_mul, expect, ← Matrix.mulVec_mulVec, ← Matrix.mulVec_mulVec,
      pureState_mulVec, Matrix.mulVec_smul, dotProduct_smul, smul_eq_mul, mul_comm]
    rfl
  have one : expect ψ (1 : Matrix n n ℂ) = 1 := by rw [expect, Matrix.one_mulVec, hψ]
  have h1 : ∀ A : Matrix n n ℂ, (pureState ψ * (A * pureState ψ)).trace = expect ψ A := by
    intro A
    have h := hs A 1
    rwa [mul_one, one, mul_one] at h
  have h2 : ∀ A : Matrix n n ℂ, (pureState ψ * (pureState ψ * A)).trace = expect ψ A := by
    intro A
    have h := hs 1 A
    rwa [one_mul, one, one_mul] at h
  -- the Hamiltonian part cancels, the dissipator leaves the fluctuations
  have key : (pureState ψ * lindblad H L (pureState ψ)).trace =
      ∑ k, -(fluctuation ψ (L k) : ℂ) := by
    simp only [lindblad, mul_add, mul_sub, Matrix.mul_smul, Finset.mul_sum, Matrix.trace_add,
      Matrix.trace_sub, Matrix.trace_smul, Matrix.trace_sum, h1, h2, hs, smul_eq_mul,
      sub_self, mul_zero, zero_add]
    refine Finset.sum_congr rfl fun k _ => ?_
    rw [fluctuation_eq hψ]
    ring
  rw [key, Finset.sum_neg_distrib]
  push_cast
  ring
```

Normalisation matters here. In dimension one, take $\psi=2$, $L=1$ and $H=0$: then $G(\rho)=0$, but $L\psi-\langle L\rangle\psi=2-4\cdot2=-6$, and the formula would give $-72$.

## When the initial loss vanishes

A sum of nonnegative terms is zero only if every term is zero. A vanishing rate thus forces each component of $L_k\psi-\langle L_k\rangle\psi$ to vanish, so $\psi$ is an eigenvector of every $L_k$, with eigenvalue $\langle L_k\rangle$. Conversely, $L_k\psi=l_k\psi$ and $\langle\psi,\psi\rangle=1$ give $\langle L_k\rangle=l_k$ and $F(L_k)=0$. The eigenvalues may differ from one $k$ to another.

```lean
/-- The initial purity rate of a pure state vanishes exactly when the state vector is an
eigenvector of every jump operator. -/
theorem purity_rate_eq_zero_iff (H : Matrix n n ℂ) (L : κ → Matrix n n ℂ) {ψ : n → ℂ}
    (hψ : star ψ ⬝ᵥ ψ = 1) :
    2 * (pureState ψ * lindblad H L (pureState ψ)).trace = 0 ↔
      ∀ k, ∃ l : ℂ, L k *ᵥ ψ = l • ψ := by
  have nn : ∀ k, 0 ≤ fluctuation ψ (L k) := fun k => Finset.sum_nonneg fun i _ => sq_nonneg _
  rw [purity_rate H L hψ, Complex.ofReal_eq_zero]
  constructor
  · intro h k
    have hsum : ∑ k, fluctuation ψ (L k) = 0 := by linarith
    have hk := (Finset.sum_eq_zero_iff_of_nonneg fun k _ => nn k).1 hsum k (Finset.mem_univ k)
    refine ⟨expect ψ (L k), sub_eq_zero.1 (funext fun i => ?_)⟩
    have hi := (Finset.sum_eq_zero_iff_of_nonneg fun i _ => sq_nonneg _).1 hk i
      (Finset.mem_univ i)
    exact norm_eq_zero.1 (pow_eq_zero_iff (two_ne_zero)|>.1 hi)
  · intro h
    have hz : ∀ k, fluctuation ψ (L k) = 0 := by
      intro k
      obtain ⟨l, hl⟩ := h k
      have he : expect ψ (L k) = l := by
        rw [expect, hl, dotProduct_smul, hψ, smul_eq_mul, mul_one]
      simp [fluctuation, he, hl]
    simp [hz]
```

## The slope of the purity in time

For a curve $\rho(t)$ the product rule gives
$$\frac{d}{dt}\sum_{ij}\rho_{ij}\rho_{ji}=\sum_{ij}(\dot\rho_{ij}\rho_{ji}+\rho_{ij}\dot\rho_{ji})=2\,\mathrm{Tr}(\rho\dot\rho).$$
The theorem takes the curve as given. It must start at $\psi\psi^\dagger$ and satisfy $\dot\rho=G(\rho)$ entry by entry at $t=0$; nothing is said about later times or mixed initial states. In the proof, `e` is the trace identity and `HasDerivAt.fun_mul` is the product rule.

```lean
/-- If `ρ(t)` starts in a pure state and obeys the master equation at `t = 0`, then
`Tr ρ(t)²` has initial slope minus twice the summed fluctuations of the jump operators. -/
theorem hasDerivAt_purity (H : Matrix n n ℂ) (L : κ → Matrix n n ℂ) {ψ : n → ℂ}
    (hψ : star ψ ⬝ᵥ ψ = 1) (ρ : ℝ → Matrix n n ℂ) (h0 : ρ 0 = pureState ψ)
    (hρ : ∀ i j, HasDerivAt (fun t => ρ t i j) (lindblad H L (ρ 0) i j) 0) :
    HasDerivAt (fun t => (ρ t * ρ t).trace)
      ((-2 * ∑ k, fluctuation ψ (L k) : ℝ) : ℂ) 0 := by
  have e : ∀ X Y : Matrix n n ℂ,
      ∑ i, ∑ j, (Y i j * X j i + X i j * Y j i) = 2 * (X * Y).trace := by
    intro X Y
    have hc : 2 * (X * Y).trace = (Y * X).trace + (X * Y).trace := by
      rw [Matrix.trace_mul_comm Y X, two_mul]
    rw [hc]
    simp only [Matrix.trace, Matrix.diag_apply, Matrix.mul_apply, Finset.sum_add_distrib]
  have h := HasDerivAt.fun_sum (u := Finset.univ) fun i _ =>
    HasDerivAt.fun_sum (u := Finset.univ) fun j _ => (hρ i j).fun_mul (hρ j i)
  rw [← purity_rate H L hψ, ← e, ← h0]
  exact h
```

In a simulation of such a finite-dimensional master equation, the slope needs only state vectors: compute $w_k=L_k\psi$ and $m_k=\langle\psi,w_k\rangle$, then sum $-2\|w_k-m_k\psi\|^2$. Comparing it with $(\mathrm{Tr}\,\rho(\delta t)^2-1)/\delta t$ for a small step is a partial test of the dissipator of an integrator, since it compares a single number for each initial state; it does not test the Hamiltonian, which drops out of the slope.

## Stationary pure states

If $A\psi=a\psi$, then $A\rho=a\rho$, and taking the adjoint gives $\rho A^\dagger=a^*\rho$.

```lean
omit [DecidableEq n] in
/-- If `A ψ = a ψ`, then `A ρ = a ρ` and `ρ A† = a* ρ` for `ρ = ψ ψ†`. -/
theorem eigen_mul_pureState {ψ : n → ℂ} {A : Matrix n n ℂ} {a : ℂ} (h : A *ᵥ ψ = a • ψ) :
    A * pureState ψ = a • pureState ψ ∧ pureState ψ * Aᴴ = star a • pureState ψ := by
  have h1 : A * pureState ψ = a • pureState ψ := by
    ext i j
    have h' : ∑ k, A i k * ψ k = a * ψ i := congrFun h i
    simp only [Matrix.mul_apply, pureState, vecMulVec_apply, Matrix.smul_apply, smul_eq_mul]
    rw [← mul_assoc, ← h', Finset.sum_mul]
    exact Finset.sum_congr rfl fun k _ => by ring
  have hP : (pureState ψ)ᴴ = pureState ψ := by
    ext i j
    simp [pureState, vecMulVec_apply, mul_comm]
  have h2 := congrArg Matrix.conjTranspose h1
  rw [Matrix.conjTranspose_mul, Matrix.conjTranspose_smul, hP] at h2
  exact ⟨h1, h2⟩
```

For Hermitian $H$, $K^\dagger=H+\frac i2\sum_kL_k^\dagger L_k$. The non-Hermitian parts of $K$ and $K^\dagger$ reproduce the anticommutator, so
$$G(\rho)=-i(K\rho-\rho K^\dagger)+\sum_kL_k\rho L_k^\dagger.$$
The final `linear_combination` uses $i^2=-1$ for this comparison.

```lean
/-- For Hermitian `H`, the generator is `-i (K ρ - ρ K†) + ∑ L_k ρ L_k†` with `K` the
effective Hamiltonian. -/
theorem lindblad_eq_effective {H : Matrix n n ℂ} (hH : H.IsHermitian)
    (L : κ → Matrix n n ℂ) (ρ : Matrix n n ℂ) :
    lindblad H L ρ = (-Complex.I) • (effectiveH H L * ρ - ρ * (effectiveH H L)ᴴ) +
      ∑ k, L k * ρ * (L k)ᴴ := by
  have hK : (effectiveH H L)ᴴ = H + (Complex.I / 2) • ∑ k, (L k)ᴴ * L k := by
    have hc : star (Complex.I / 2) = -(Complex.I / 2) := by
      simp [neg_div]
    rw [effectiveH, Matrix.conjTranspose_sub, Matrix.conjTranspose_smul, hH.eq, hc,
      Matrix.conjTranspose_sum]
    simp only [Matrix.conjTranspose_mul, Matrix.conjTranspose_conjTranspose, neg_smul,
      sub_neg_eq_add]
  rw [hK, effectiveH, lindblad, Finset.sum_sub_distrib, ← Finset.smul_sum,
    Finset.sum_add_distrib, ← Finset.sum_mul, ← Finset.mul_sum]
  generalize ∑ k, (L k)ᴴ * L k = S
  generalize ∑ k, L k * ρ * (L k)ᴴ = J
  rw [sub_mul, mul_add, Matrix.smul_mul, Matrix.mul_smul]
  ext i j
  simp only [Matrix.add_apply, Matrix.sub_apply, Matrix.smul_apply, smul_eq_mul]
  linear_combination (-1 / 2) * ((S * ρ) i j + (ρ * S) i j) * Complex.I_sq
```

Suppose $G(\rho)=0$. The purity rate vanishes, so $L_k\psi=l_k\psi$ for every $k$, and the jump term is $r\rho$ with $r=\sum_k|l_k|^2$. Then $K\rho=\rho(K^\dagger-ir)$, and applying both sides to $\psi$ gives $K\psi=\langle K^\dagger-ir\rangle\psi$.

Conversely, if also $K\psi=e\psi$, then $G(\rho)=c\rho$ with $c=-i(e-e^*)+r$. Because $\mathrm{Tr}\,\rho^2=1$, the purity rate is $2c$. It vanishes by the eigenvector criterion, so $c=0$ and the state is stationary.

```lean
/-- For Hermitian `H`, a pure state is stationary exactly when its vector is an eigenvector of
every jump operator and of the effective Hamiltonian. -/
theorem pureState_stationary_iff {H : Matrix n n ℂ} (hH : H.IsHermitian)
    (L : κ → Matrix n n ℂ) {ψ : n → ℂ} (hψ : star ψ ⬝ᵥ ψ = 1) :
    lindblad H L (pureState ψ) = 0 ↔
      (∀ k, ∃ l : ℂ, L k *ᵥ ψ = l • ψ) ∧ ∃ e : ℂ, effectiveH H L *ᵥ ψ = e • ψ := by
  have hPψ : pureState ψ *ᵥ ψ = ψ := by rw [pureState_mulVec, hψ, one_smul]
  -- on a common eigenvector the jump term is a multiple of the state
  have jump : (∀ k, ∃ l : ℂ, L k *ᵥ ψ = l • ψ) →
      ∃ r : ℂ, ∑ k, L k * pureState ψ * (L k)ᴴ = r • pureState ψ := by
    intro h
    choose l hl using h
    refine ⟨∑ k, l k * star (l k), ?_⟩
    rw [Finset.sum_smul]
    refine Finset.sum_congr rfl fun k _ => ?_
    rw [(eigen_mul_pureState (hl k)).1, Matrix.smul_mul, (eigen_mul_pureState (hl k)).2,
      smul_smul]
  constructor
  · intro h
    have hL := (purity_rate_eq_zero_iff H L hψ).1 (by rw [h]; simp)
    obtain ⟨r, hr⟩ := jump hL
    rw [lindblad_eq_effective hH, hr] at h
    have hK : effectiveH H L * pureState ψ =
        pureState ψ * ((effectiveH H L)ᴴ - (Complex.I * r) • (1 : Matrix n n ℂ)) := by
      rw [mul_sub, Matrix.mul_smul, mul_one]
      ext i j
      have hij := congrFun (congrFun h i) j
      simp only [Matrix.add_apply, Matrix.sub_apply, Matrix.smul_apply, smul_eq_mul,
        Matrix.zero_apply] at hij ⊢
      linear_combination Complex.I * hij + ((effectiveH H L * pureState ψ) i j -
        (pureState ψ * (effectiveH H L)ᴴ) i j) * Complex.I_sq
    refine ⟨hL, expect ψ ((effectiveH H L)ᴴ - (Complex.I * r) • (1 : Matrix n n ℂ)), ?_⟩
    have hv := congrArg (fun M : Matrix n n ℂ => M *ᵥ ψ) hK
    simp only [← Matrix.mulVec_mulVec] at hv
    rw [hPψ, pureState_mulVec] at hv
    exact hv
  · rintro ⟨hL, e, he⟩
    obtain ⟨r, hr⟩ := jump hL
    have hG : lindblad H L (pureState ψ) =
        (-Complex.I * (e - star e) + r) • pureState ψ := by
      rw [lindblad_eq_effective hH, hr, (eigen_mul_pureState he).1,
        (eigen_mul_pureState he).2, ← sub_smul, smul_smul, ← add_smul]
    -- the vanishing purity rate forces the remaining factor to be zero
    have hz := (purity_rate_eq_zero_iff H L hψ).2 hL
    rw [hG, Matrix.mul_smul, Matrix.trace_smul, trace_pureState_mul, expect, hPψ, hψ,
      smul_eq_mul, mul_one] at hz
    have hs := (mul_eq_zero.1 hz).resolve_left two_ne_zero
    rw [hG, hs, zero_smul]
```

Without Hermiticity the equivalence fails. With no jump operators, $H=|0\rangle\langle1|$ and $\psi=|0\rangle$, we have $K\psi=H\psi=0$, yet $G(\rho)=i|0\rangle\langle1|\neq0$.

## A decaying qubit

Let $L=\sqrt\gamma\,|0\rangle\langle1|$, where $\gamma\ge0$ is the rate at which the excited state $|1\rangle$ decays to $|0\rangle$, and let $\psi=a|0\rangle+b|1\rangle$ with $|a|^2+|b|^2=1$. Then $L\psi=\sqrt\gamma\,b|0\rangle$ and $\langle L\rangle=\sqrt\gamma\,a^*b$. The components of $L\psi-\langle L\rangle\psi$ are $\sqrt\gamma\,b|b|^2$ and $-\sqrt\gamma\,a^*b^2$, which `v0` and `v1` compute. Therefore
$$F(L)=\gamma|b|^4(|b|^2+|a|^2)=\gamma|b|^4,$$
and the initial purity rate is $-2\gamma|b|^4$, whatever $H$ is.

```lean
/-- For a qubit with the single jump operator `√γ |0⟩⟨1|`, the state `a|0⟩ + b|1⟩` has initial
purity rate `-2 γ |b|⁴`. -/
theorem qubit_decay_purity_rate (H : Matrix (Fin 2) (Fin 2) ℂ) {γ : ℝ} (hγ : 0 ≤ γ) {a b : ℂ}
    (hab : ‖a‖ ^ 2 + ‖b‖ ^ 2 = 1) :
    2 * (pureState ![a, b] * lindblad H
      (fun _ : Unit => ((√γ : ℝ) : ℂ) • !![0, 1; 0, 0]) (pureState ![a, b])).trace =
      ((-2 * (γ * ‖b‖ ^ 4) : ℝ) : ℂ) := by
  have hc : starRingEnd ℂ a * a + starRingEnd ℂ b * b = 1 := by
    rw [Complex.conj_mul', Complex.conj_mul']
    exact_mod_cast hab
  have hψ : star ![a, b] ⬝ᵥ ![a, b] = 1 := by
    simpa [dotProduct, Fin.sum_univ_two] using hc
  have hs : √γ ^ 2 = γ := Real.sq_sqrt hγ
  have hf : fluctuation ![a, b] (((√γ : ℝ) : ℂ) • !![0, 1; 0, 0]) = γ * ‖b‖ ^ 4 := by
    have hE : expect ![a, b] (((√γ : ℝ) : ℂ) • !![0, 1; 0, 0]) =
        starRingEnd ℂ a * (((√γ : ℝ) : ℂ) * b) := by
      simp [expect, Matrix.mulVec, dotProduct, Fin.sum_univ_two]
    have v0 : ((((√γ : ℝ) : ℂ) • (!![0, 1; 0, 0] : Matrix (Fin 2) (Fin 2) ℂ)) *ᵥ ![a, b] -
        (starRingEnd ℂ a * (((√γ : ℝ) : ℂ) * b)) • ![a, b] : Fin 2 → ℂ) 0 =
        ((√γ : ℝ) : ℂ) * (b * (starRingEnd ℂ b * b)) := by
      simp
      linear_combination (-((√γ : ℝ) : ℂ) * b) * hc
    have v1 : ((((√γ : ℝ) : ℂ) • (!![0, 1; 0, 0] : Matrix (Fin 2) (Fin 2) ℂ)) *ᵥ ![a, b] -
        (starRingEnd ℂ a * (((√γ : ℝ) : ℂ) * b)) • ![a, b] : Fin 2 → ℂ) 1 =
        -(starRingEnd ℂ a * (((√γ : ℝ) : ℂ) * b) * b) := by
      simp
    rw [fluctuation, hE, Fin.sum_univ_two, v0, v1]
    simp only [norm_neg, norm_mul, RCLike.norm_conj, Complex.norm_real, Real.norm_eq_abs,
      abs_of_nonneg (Real.sqrt_nonneg γ)]
    linear_combination (‖b‖ ^ 6 + ‖a‖ ^ 2 * ‖b‖ ^ 4) * hs + γ * ‖b‖ ^ 4 * hab
  rw [purity_rate H _ hψ, Fintype.sum_unique, hf]

end

end InitialPurityLoss
```

```lean
#print axioms InitialPurityLoss.purity_rate
#print axioms InitialPurityLoss.hasDerivAt_purity
#print axioms InitialPurityLoss.pureState_stationary_iff
#print axioms InitialPurityLoss.qubit_decay_purity_rate
```

```
'InitialPurityLoss.purity_rate' depends on axioms: [propext, Classical.choice, Quot.sound]
'InitialPurityLoss.hasDerivAt_purity' depends on axioms: [propext, Classical.choice, Quot.sound]
'InitialPurityLoss.pureState_stationary_iff' depends on axioms: [propext, Classical.choice, Quot.sound]
'InitialPurityLoss.qubit_decay_purity_rate' depends on axioms: [propext, Classical.choice, Quot.sound]
```
